# A cubic error bound for the exact eigenvector correction near an isolated lowest level

Let $A$ be a Hermitian operator in finite dimension, with a simple level $e_k$, unit eigenvector $b_k$, and all other levels in $[e_k+g,\,e_k+w]$, $g>0$. For a unit trial vector $x$ put $q=1-|\langle b_k,x\rangle|^2$ and $\rho=\langle x,Ax\rangle$. If $0<q$ and $wq<g$, then $A-\rho$ is invertible and

$$\tan\angle(b_k,(A-\rho)^{-1}x)\le\frac{wq}{g-wq}\,\tan\angle(b_k,x).$$

Since $q\le\tan^2\angle(b_k,x)$, the right side is at most $w/(g-wq)$ times the cube of the old tangent. The bound applies to the corrected vector $x+t$, where $t$ solves the Jacobi–Davidson correction equation exactly for the lowest state of a finite matrix. Approximate solves and the extraction of a new vector from a search subspace are not treated.

## Vectors, angles and the spectrum

The finite index type `ι` labels the eigenbasis, which makes the complex inner product space `E` finite-dimensional.

```lean
import Mathlib

open Finset

namespace ExactCorrectionCubic

noncomputable section

variable {ι E : Type*} [Fintype ι] [DecidableEq ι] [NormedAddCommGroup E]
  [InnerProductSpace ℂ E]
```

Write $z_i=\langle b_i,z\rangle$, with the inner product linear in its second slot. The part of $z$ transverse to $b_k$ is $z_\perp=z-z_kb_k$.

```lean
/-- The part of `z` orthogonal to the unit vector `v`. -/
def transverse (v z : E) : E := z - inner ℂ v z • v
```

The tangent is $\|z_\perp\|/|z_k|$, which does not depend on the normalisation of $z$. Lean's division gives 0 when $z_k=0$, so part (g) also proves that the overlap is non-zero.

```lean
/-- The tangent of the angle between the unit vector `v` and `z`. -/
def tanAngle (v z : E) : ℝ := ‖transverse v z‖ / ‖inner ℂ v z‖
```

`sinSq` is $q$, and `rayleigh` is $\rho$, taken as a real part. Both are meant for unit vectors.

```lean
/-- The squared sine of the angle between two unit vectors. -/
def sinSq (v x : E) : ℝ := 1 - ‖inner ℂ v x‖ ^ 2

/-- The Rayleigh quotient of a unit vector `x`. -/
def rayleigh (A : Module.End ℂ E) (x : E) : ℝ := (inner ℂ x (A x)).re

/-- The operator `A - ρ`, shifted by the Rayleigh quotient `ρ` of `x`. -/
def shifted (A : Module.End ℂ E) (x : E) : Module.End ℂ E :=
  A - (rayleigh A x : ℂ) • (1 : Module.End ℂ E)
```

Hermiticity enters through an orthonormal eigenbasis `b` with real energies `e`. The gap $g$ separates the target from the rest of the spectrum, and $w$ bounds the largest excitation energy.

```lean
/-- `A` has the orthonormal eigenbasis `b` with real energies `e`, and all levels other than
`e k` lie between `e k + g` and `e k + w`, with a positive gap `g`. -/
structure IsolatedLevel (A : Module.End ℂ E) (b : OrthonormalBasis ι ℂ E) (e : ι → ℝ)
    (k : ι) (g w : ℝ) : Prop where
  eig : ∀ i, A (b i) = (e i : ℂ) • b i
  gap_pos : 0 < g
  others : ∀ i, i ≠ k → e k + g ≤ e i ∧ e i ≤ e k + w
```

## (a) Weight outside the target state

Show that $\|z_\perp\|^2=\sum_{i\ne k}|z_i|^2$.

The coordinates of $z_\perp$ are $0$ for $i=k$ and $z_i$ otherwise, so Parseval's identity gives the sum. In the proof, `h` computes the coordinates and `add_sum_erase` splits off the term $k$.

```lean
variable {A : Module.End ℂ E} {b : OrthonormalBasis ι ℂ E} {e : ι → ℝ} {k : ι} {g w : ℝ}

/-- The squared norm of the transverse part is the total weight on the other basis states. -/
theorem transverse_sq (b : OrthonormalBasis ι ℂ E) (k : ι) (z : E) :
    ‖transverse (b k) z‖ ^ 2 = ∑ i ∈ univ.erase k, ‖inner ℂ (b i) z‖ ^ 2 := by
  have h : ∀ i, inner ℂ (b i) (transverse (b k) z) = if i = k then 0 else inner ℂ (b i) z := by
    intro i
    rw [transverse, inner_sub_right, inner_smul_right, orthonormal_iff_ite.mp b.orthonormal]
    split_ifs with hi
    · rw [hi]; simp
    · simp
  rw [← b.sum_sq_norm_inner_right, ← Finset.add_sum_erase univ _ (mem_univ k), h k, if_pos rfl,
    norm_zero, zero_pow two_ne_zero, zero_add]
  exact Finset.sum_congr rfl fun i hi => by rw [h i, if_neg (Finset.ne_of_mem_erase hi)]
```

## (b) The squared sine

Show that $\|x_\perp\|^2=q$ for a unit vector $x$.

By Parseval, $1=|x_k|^2+\sum_{i\ne k}|x_i|^2$. The last sum is $\|x_\perp\|^2$ by (a).

```lean
/-- For a unit vector the squared norm of the transverse part is the squared sine. -/
theorem transverse_sq_eq_sinSq (b : OrthonormalBasis ι ℂ E) (k : ι) {x : E} (hx : ‖x‖ = 1) :
    ‖transverse (b k) x‖ ^ 2 = sinSq (b k) x := by
  have h := b.sum_sq_norm_inner_right x
  rw [hx, ← Finset.add_sum_erase univ _ (mem_univ k)] at h
  rw [transverse_sq, sinSq]
  linarith
```

## (c) The operator in its eigenbasis

Show that $\langle b_i,Az\rangle=e_iz_i$.

Expand $z=\sum_jz_jb_j$, apply $Ab_j=e_jb_j$, and use orthonormality to keep only $j=i$.

```lean
/-- In its eigenbasis `A` multiplies each amplitude by the corresponding energy. -/
theorem amplitude (h : IsolatedLevel A b e k g w) (i : ι) (z : E) :
    inner ℂ (b i) (A z) = (e i : ℂ) * inner ℂ (b i) z := by
  conv_lhs => rw [← b.sum_repr' z]
  simp only [map_sum, map_smul, h.eig, inner_sum, inner_smul_right,
    orthonormal_iff_ite.mp b.orthonormal, mul_ite, mul_one, mul_zero, Finset.sum_ite_eq,
    Finset.mem_univ, if_true]
  ring
```

## (d) The linear system, level by level

If $(A-\rho)z=\alpha x$, show that $|e_i-\rho|\,|z_i|=|\alpha|\,|x_i|$.

Taking the inner product with $b_i$ and using (c) gives $(e_i-\rho)z_i=\alpha x_i$. Take moduli. The factor $\alpha$ allows any scaling of the iterate.

```lean
/-- If `(A - ρ) z = α x`, each amplitude of `z` times the distance of its level from `ρ` equals
`α` times the amplitude of `x`, in modulus. -/
theorem amplitude_solution (h : IsolatedLevel A b e k g w) {x z : E} {α : ℂ}
    (hz : shifted A x z = α • x) (i : ι) :
    |e i - rayleigh A x| * ‖inner ℂ (b i) z‖ = ‖α‖ * ‖inner ℂ (b i) x‖ := by
  have h1 : inner ℂ (b i) (shifted A x z)
      = ((e i - rayleigh A x : ℝ) : ℂ) * inner ℂ (b i) z := by
    simp only [shifted, LinearMap.sub_apply, LinearMap.smul_apply, Module.End.one_apply,
      inner_sub_right, inner_smul_right, amplitude h]
    push_cast
    ring
  rw [← Real.norm_eq_abs, ← Complex.norm_real, ← norm_mul, ← h1, hz, inner_smul_right, norm_mul]
```

## (e) The Rayleigh quotient error

Show that $\rho-e_k=\sum_{i\ne k}(e_i-e_k)|x_i|^2$.

By (c), $\rho=\sum_ie_i|x_i|^2$ (`h1`). Since $\sum_i|x_i|^2=1$ (`h2`), subtracting $e_k$ gives $\sum_i(e_i-e_k)|x_i|^2$ (`h3`), whose term $i=k$ vanishes.

```lean
/-- The error of the Rayleigh quotient is the mean excitation energy above level `k`. -/
theorem rayleigh_error (h : IsolatedLevel A b e k g w) {x : E} (hx : ‖x‖ = 1) :
    rayleigh A x - e k = ∑ i ∈ univ.erase k, (e i - e k) * ‖inner ℂ (b i) x‖ ^ 2 := by
  have h1 : rayleigh A x = ∑ i, e i * ‖inner ℂ (b i) x‖ ^ 2 := by
    rw [rayleigh, ← b.sum_inner_mul_inner x (A x), Complex.re_sum]
    refine Finset.sum_congr rfl fun i _ => ?_
    rw [amplitude h, ← inner_conj_symm x (b i), Complex.sq_norm, Complex.normSq_apply]
    simp only [Complex.mul_re, Complex.mul_im, Complex.conj_re, Complex.conj_im,
      Complex.ofReal_re, Complex.ofReal_im]
    ring
  have h2 : ∑ i, ‖inner ℂ (b i) x‖ ^ 2 = 1 := by
    rw [b.sum_sq_norm_inner_right, hx, one_pow]
  have h3 : rayleigh A x - e k = ∑ i, (e i - e k) * ‖inner ℂ (b i) x‖ ^ 2 := by
    rw [h1]
    simp only [sub_mul, Finset.sum_sub_distrib, ← Finset.mul_sum, h2, mul_one]
  rw [h3, ← Finset.add_sum_erase univ _ (mem_univ k), sub_self, zero_mul, zero_add]
```

## (f) Where the shift lies

Show that $0<\rho-e_k\le wq$ and $x_k\ne0$.

Each excitation energy in (e) lies between $g$ and $w$, and the weights sum to $q$, so

$$gq\le\rho-e_k\le wq.$$

The lower bound is positive. If $x_k=0$, then $q=1$ and $g\le w$, contradicting $wq<g$. The two inequalities are `lo` and `hi`.

```lean
/-- If `0 < q` and `w q < g`, the shift lies strictly above the target level, by at most `w q`, and
the trial vector overlaps the target state. -/
theorem shift_location (h : IsolatedLevel A b e k g w) {x : E} (hx : ‖x‖ = 1)
    (hq : 0 < sinSq (b k) x) (hwq : w * sinSq (b k) x < g) :
    0 < rayleigh A x - e k ∧ rayleigh A x - e k ≤ w * sinSq (b k) x ∧
      inner ℂ (b k) x ≠ 0 := by
  have lo : g * sinSq (b k) x ≤ rayleigh A x - e k := by
    rw [rayleigh_error h hx, ← transverse_sq_eq_sinSq b k hx, transverse_sq, Finset.mul_sum]
    exact Finset.sum_le_sum fun i hi => mul_le_mul_of_nonneg_right
      (by linarith [(h.others i (Finset.ne_of_mem_erase hi)).1]) (sq_nonneg _)
  have hi : rayleigh A x - e k ≤ w * sinSq (b k) x := by
    rw [rayleigh_error h hx, ← transverse_sq_eq_sinSq b k hx, transverse_sq, Finset.mul_sum]
    exact Finset.sum_le_sum fun i hi => mul_le_mul_of_nonneg_right
      (by linarith [(h.others i (Finset.ne_of_mem_erase hi)).2]) (sq_nonneg _)
  refine ⟨lt_of_lt_of_le (mul_pos h.gap_pos hq) lo, hi, fun h0 => ?_⟩
  have h1 : sinSq (b k) x = 1 := by simp [sinSq, h0]
  rw [h1] at lo hi hwq
  linarith
```

## (g) One Rayleigh quotient step

Show that $A-\rho$ is invertible, and that every solution of $(A-\rho)z=\alpha x$ with $\alpha\ne0$ has $z_k\ne0$ and obeys the opening bound.

For $i\ne k$, (f) gives $e_i-\rho\ge g-wq>0$ (`far`), while $|e_k-\rho|=\rho-e_k>0$ (`near`). No level equals $\rho$, so by (d) with $\alpha=0$ the kernel is trivial, and in finite dimension $A-\rho$ is invertible.

For $\alpha\ne0$, (d) at $i=k$ gives

$$(\rho-e_k)|z_k|=|\alpha||x_k|>0.$$

Squaring and summing (d) over $i\ne k$ gives $(g-wq)\|z_\perp\|\le|\alpha|\|x_\perp\|$ (`hP`). Dividing,

$$\frac{\|z_\perp\|}{|z_k|}\le\frac{\rho-e_k}{g-wq}\,\frac{\|x_\perp\|}{|x_k|}\le\frac{wq}{g-wq}\,\frac{\|x_\perp\|}{|x_k|}.$$

The `calc` block is this chain with denominators cleared.

The condition $wq<g$ does not guarantee that the angle shrinks: for $w=g$ and $1/2<q<1$ it grows, by (i). The factor in the bound is below 1 exactly when $wq<g/2$.

```lean
/-- One Rayleigh quotient step: if `0 < q` and `w q < g`, then `A - ρ` is invertible, and every
solution of `(A - ρ) z = α x` with `α ≠ 0` overlaps the target state and has a tangent at most `w q
/ (g - w q)` times that of `x`. -/
theorem rayleigh_step (h : IsolatedLevel A b e k g w) {x : E} (hx : ‖x‖ = 1)
    (hq : 0 < sinSq (b k) x) (hwq : w * sinSq (b k) x < g) :
    IsUnit (shifted A x) ∧ ∀ (α : ℂ) (z : E), α ≠ 0 → shifted A x z = α • x →
      inner ℂ (b k) z ≠ 0 ∧ tanAngle (b k) z ≤
        w * sinSq (b k) x / (g - w * sinSq (b k) x) * tanAngle (b k) x := by
  obtain ⟨hpos, hle, hc⟩ := shift_location h hx hq hwq
  have hd : 0 < g - w * sinSq (b k) x := sub_pos.mpr hwq
  -- distance of the shift from the unwanted levels and from the target level
  have far : ∀ i, i ≠ k → g - w * sinSq (b k) x ≤ |e i - rayleigh A x| := fun i hi =>
    le_trans (by linarith [(h.others i hi).1]) (le_abs_self _)
  have near : |e k - rayleigh A x| = rayleigh A x - e k := by
    rw [abs_sub_comm, abs_of_pos hpos]
  constructor
  · have : Module.Finite ℂ E := Module.Finite.of_basis b.toBasis
    rw [LinearMap.isUnit_iff_ker_eq_bot, LinearMap.ker_eq_bot']
    intro z hz
    have hz0 : ∀ i, ‖inner ℂ (b i) z‖ = 0 := by
      intro i
      have h1 := amplitude_solution h (α := 0) (by rw [hz, zero_smul]) i
      rw [norm_zero, zero_mul] at h1
      refine (mul_eq_zero.mp h1).resolve_left (ne_of_gt ?_)
      by_cases hi : i = k
      · rw [hi, near]; exact hpos
      · exact lt_of_lt_of_le hd (far i hi)
    have h2 := b.sum_sq_norm_inner_right z
    simp only [hz0, zero_pow two_ne_zero, Finset.sum_const_zero] at h2
    exact norm_eq_zero.mp (pow_eq_zero_iff two_ne_zero |>.mp h2.symm)
  · intro α z hα hz
    have hk := amplitude_solution h hz k
    rw [near] at hk
    have hcx : 0 < ‖inner ℂ (b k) x‖ := norm_pos_iff.mpr hc
    have hcz : 0 < ‖inner ℂ (b k) z‖ := by
      have h1 : 0 < (rayleigh A x - e k) * ‖inner ℂ (b k) z‖ := by
        rw [hk]; exact mul_pos (norm_pos_iff.mpr hα) hcx
      exact (pos_iff_pos_of_mul_pos h1).mp hpos
    -- the transverse part of `z` is at most `1 / (g - w q)` times that of `α x`, in norm
    have hP : (g - w * sinSq (b k) x) * ‖transverse (b k) z‖ ≤ ‖α‖ * ‖transverse (b k) x‖ := by
      refine (pow_le_pow_iff_left₀ (by positivity) (by positivity) two_ne_zero).mp ?_
      rw [mul_pow, mul_pow, transverse_sq, transverse_sq, Finset.mul_sum, Finset.mul_sum]
      refine Finset.sum_le_sum fun i hi => ?_
      rw [← mul_pow, ← mul_pow, ← amplitude_solution h hz i]
      exact pow_le_pow_left₀ (mul_nonneg hd.le (norm_nonneg _))
        (mul_le_mul_of_nonneg_right (far i (Finset.ne_of_mem_erase hi)) (norm_nonneg _)) 2
    refine ⟨norm_pos_iff.mp hcz, ?_⟩
    rw [tanAngle, tanAngle, div_mul_div_comm, div_le_div_iff₀ hcz (mul_pos hd hcx)]
    calc ‖transverse (b k) z‖ * ((g - w * sinSq (b k) x) * ‖inner ℂ (b k) x‖)
        = (g - w * sinSq (b k) x) * ‖transverse (b k) z‖ * ‖inner ℂ (b k) x‖ := by ring
      _ ≤ ‖α‖ * ‖transverse (b k) x‖ * ‖inner ℂ (b k) x‖ :=
          mul_le_mul_of_nonneg_right hP hcx.le
      _ = (rayleigh A x - e k) * (‖transverse (b k) x‖ * ‖inner ℂ (b k) z‖) := by
          linear_combination (-‖transverse (b k) x‖) * hk
      _ ≤ w * sinSq (b k) x * (‖transverse (b k) x‖ * ‖inner ℂ (b k) z‖) :=
          mul_le_mul_of_nonneg_right hle (by positivity)
      _ = _ := by ring
```

## (h) The projected correction equation

Let $t\perp x$ solve $(1-|x\rangle\langle x|)(A-\rho)t=-(A-\rho)x$. Show that

$$\tan\angle(b_k,x+t)\le\frac{w}{g-wq}\tan^3\angle(b_k,x).$$

Put $\beta=\langle x,(A-\rho)t\rangle$. Rearranging gives $(A-\rho)(x+t)=\beta x$ (`hS`). If $\beta=0$, invertibility forces $x+t=0$, but $\langle x,x+t\rangle=1$. So $\beta\ne0$ (`hα`), and (g) applies with $\alpha=\beta$. Finally $q\le q/(1-q)=\tan^2\angle(b_k,x)$ (`hsin`). The existence of $t$ is a hypothesis.

```lean
/-- If `0 < q`, `w q < g` and `t ⟂ x` solves the correction equation projected orthogonally to `x`,
the tangent for `x + t` is at most `w / (g - w q)` times the cube of the tangent for `x`. -/
theorem exact_correction_cubic (h : IsolatedLevel A b e k g w) {x t : E} (hx : ‖x‖ = 1)
    (hq : 0 < sinSq (b k) x) (hwq : w * sinSq (b k) x < g) (ht : inner ℂ x t = 0)
    (heq : shifted A x t - inner ℂ x (shifted A x t) • x = -(shifted A x x)) :
    tanAngle (b k) (x + t) ≤ w / (g - w * sinSq (b k) x) * tanAngle (b k) x ^ 3 := by
  obtain ⟨hu, hstep⟩ := rayleigh_step h hx hq hwq
  obtain ⟨hpos, hle, hc⟩ := shift_location h hx hq hwq
  -- the corrected vector solves the Rayleigh quotient system up to a factor
  have hS : shifted A x (x + t) = inner ℂ x (shifted A x t) • x := by
    rw [map_add]
    linear_combination (norm := module) heq
  have hα : inner ℂ x (shifted A x t) ≠ 0 := by
    intro h0
    rw [h0, zero_smul] at hS
    have hxt : x + t = 0 := ((Module.End.isUnit_iff _).mp hu).injective (by rw [hS, map_zero])
    have h1 : inner ℂ x (x + t) = 1 := by
      rw [inner_add_right, ht, inner_self_eq_norm_sq_to_K, hx]; simp
    rw [hxt, inner_zero_right] at h1
    exact zero_ne_one h1
  have hw : 0 < w := (pos_iff_pos_of_mul_pos (lt_of_lt_of_le hpos hle)).mpr hq
  have hd : 0 < g - w * sinSq (b k) x := sub_pos.mpr hwq
  have hT : 0 ≤ tanAngle (b k) x := div_nonneg (norm_nonneg _) (norm_nonneg _)
  -- the squared sine is at most the squared tangent
  have hsin : sinSq (b k) x ≤ tanAngle (b k) x ^ 2 := by
    have hcx : 0 < ‖inner ℂ (b k) x‖ := norm_pos_iff.mpr hc
    have h1 : ‖inner ℂ (b k) x‖ ^ 2 = 1 - sinSq (b k) x := by rw [sinSq]; ring
    rw [tanAngle, div_pow, transverse_sq_eq_sinSq b k hx, le_div_iff₀ (pow_pos hcx 2), h1]
    nlinarith
  calc tanAngle (b k) (x + t)
      ≤ w * sinSq (b k) x / (g - w * sinSq (b k) x) * tanAngle (b k) x :=
        (hstep _ _ hα hS).2
    _ = w / (g - w * sinSq (b k) x) * tanAngle (b k) x * sinSq (b k) x := by ring
    _ ≤ w / (g - w * sinSq (b k) x) * tanAngle (b k) x * tanAngle (b k) x ^ 2 :=
        mul_le_mul_of_nonneg_left hsin (mul_nonneg (div_pos hw hd).le hT)
    _ = _ := by ring
```

## (i) Equal excited levels

Let $w=g$ and $(A-\rho)z=x$. Show that the new tangent is exactly the cube of the old one.

Now $\rho-e_k=gq$, and every other level lies $g(1-q)$ above $\rho$. By (d), $gq|z_k|=|x_k|$ (`h2`) and $g(1-q)\|z_\perp\|=\|x_\perp\|$ (`h1`). Solvability excludes $q=0$ and $q=1$, so

$$\frac{\|z_\perp\|}{|z_k|}=\frac{q}{1-q}\,\frac{\|x_\perp\|}{|x_k|}=\left(\frac{\|x_\perp\|}{|x_k|}\right)^3.$$

The factor $q/(1-q)$ is that of (g) at $w=g$, so the bound there is attained when $wq<g$. The final `linear_combination` performs the division without fractions.

```lean
/-- If all other levels coincide at `e k + g`, a Rayleigh quotient step cubes the tangent
exactly. -/
theorem tangent_cubed (h : IsolatedLevel A b e k g g) {x z : E} (hx : ‖x‖ = 1)
    (hz : shifted A x z = x) : tanAngle (b k) z = tanAngle (b k) x ^ 3 := by
  have hz' : shifted A x z = (1 : ℂ) • x := by rw [hz, one_smul]
  have hlev : ∀ i, i ≠ k → e i = e k + g := fun i hi =>
    le_antisymm (h.others i hi).2 (h.others i hi).1
  have h3 := transverse_sq_eq_sinSq b k hx
  have h4 : ‖inner ℂ (b k) x‖ ^ 2 = 1 - sinSq (b k) x := by rw [sinSq]; ring
  have hq0 : 0 ≤ sinSq (b k) x := h3 ▸ sq_nonneg _
  have hq1 : 0 ≤ 1 - sinSq (b k) x := h4 ▸ sq_nonneg _
  have hρ : rayleigh A x - e k = g * sinSq (b k) x := by
    rw [rayleigh_error h hx, ← h3, transverse_sq, Finset.mul_sum]
    exact Finset.sum_congr rfl fun i hi => by
      rw [hlev i (Finset.ne_of_mem_erase hi), add_sub_cancel_left]
  have h2 : g * sinSq (b k) x * ‖inner ℂ (b k) z‖ = ‖inner ℂ (b k) x‖ := by
    have h5 := amplitude_solution h hz' k
    rwa [abs_sub_comm, hρ, abs_of_nonneg (mul_nonneg h.gap_pos.le hq0), norm_one, one_mul] at h5
  have h1 : g * (1 - sinSq (b k) x) * ‖transverse (b k) z‖ = ‖transverse (b k) x‖ := by
    have hg := mul_nonneg h.gap_pos.le hq1
    refine (pow_left_inj₀ (mul_nonneg hg (norm_nonneg _)) (norm_nonneg _) two_ne_zero).mp ?_
    rw [mul_pow, transverse_sq, transverse_sq, Finset.mul_sum]
    refine Finset.sum_congr rfl fun i hi => ?_
    have h5 := amplitude_solution h hz' i
    have h6 : e i - rayleigh A x = g * (1 - sinSq (b k) x) := by
      rw [hlev i (Finset.ne_of_mem_erase hi)]; linear_combination -hρ
    rw [h6, abs_of_nonneg hg, norm_one, one_mul] at h5
    rw [← mul_pow, h5]
  -- solvability forces a non-zero overlap
  have hcx : ‖inner ℂ (b k) x‖ ≠ 0 := by
    intro h0
    have h5 : 1 - sinSq (b k) x = 0 := by rw [← h4, h0]; norm_num
    rw [h5, mul_zero, zero_mul] at h1
    rw [← h1] at h3
    norm_num at h3
    linarith
  have hcz : ‖inner ℂ (b k) z‖ ≠ 0 := fun h0 => hcx (by rw [← h2, h0, mul_zero])
  rw [tanAngle, tanAngle, div_pow, div_eq_div_iff hcz (pow_ne_zero 3 hcx)]
  linear_combination ‖transverse (b k) z‖ * ‖inner ℂ (b k) x‖ * h4
    - ‖transverse (b k) z‖ * (1 - sinSq (b k) x) * h2
    + sinSq (b k) x * ‖inner ℂ (b k) z‖ * h1
    - ‖transverse (b k) x‖ * ‖inner ℂ (b k) z‖ * h3
```

## (j) A three-level example

Check the hypotheses of (g) for energies $0,1,2$ and $x=(4/5,3/5,0)$, with target energy $0$, $g=1$ and $w=2$.

The vector has norm 1, and $q=1-16/25=9/25$, so $wq=18/25<1$. The factor in (g) is $18/7$, so here the bound alone does not promise a smaller angle. In Lean, `constr` builds the diagonal operator from its action on the basis.

```lean
/-- The three-level system with energies 0, 1, 2 and the trial vector (4/5, 3/5, 0) meet the
hypotheses of the Rayleigh quotient step with `g = 1` and `w = 2`. -/
theorem rayleigh_step_witness :
    let b := EuclideanSpace.basisFun (Fin 3) ℂ
    let e : Fin 3 → ℝ := ![0, 1, 2]
    let x : EuclideanSpace ℂ (Fin 3) := !₂[4 / 5, 3 / 5, 0]
    IsolatedLevel (b.toBasis.constr ℂ fun i => (e i : ℂ) • b i) b e 0 1 2 ∧
      ‖x‖ = 1 ∧ 0 < sinSq (b 0) x ∧ 2 * sinSq (b 0) x < 1 := by
  intro b e x
  have hin : inner ℂ (b 0) x = 4 / 5 := by
    simp [b, x, EuclideanSpace.basisFun_apply, EuclideanSpace.inner_single_left]
  have hs : sinSq (b 0) x = 9 / 25 := by
    rw [sinSq, hin]; norm_num
  refine ⟨⟨fun i => ?_, one_pos, fun i hi => ?_⟩, ?_, ?_, ?_⟩
  · have h1 := b.toBasis.constr_basis ℂ (fun i => (e i : ℂ) • b i) i
    simpa only [OrthonormalBasis.coe_toBasis] using h1
  · fin_cases i
    · exact absurd rfl hi
    · norm_num [e]
    · norm_num [e]
  · have h1 : ‖x‖ ^ 2 = 1 := by
      rw [EuclideanSpace.norm_sq_eq]
      norm_num [x, Fin.sum_univ_succ]
    exact (pow_eq_one_iff_of_nonneg (norm_nonneg _) two_ne_zero).mp h1
  · rw [hs]; norm_num
  · rw [hs]; norm_num

end

end ExactCorrectionCubic
```

```lean
#print axioms ExactCorrectionCubic.exact_correction_cubic
-- 'ExactCorrectionCubic.exact_correction_cubic' depends on axioms: [propext, Classical.choice, Quot.sound]
#print axioms ExactCorrectionCubic.tangent_cubed
-- 'ExactCorrectionCubic.tangent_cubed' depends on axioms: [propext, Classical.choice, Quot.sound]
```
